# Crum's second-order transform needs no derivative of the potential

## A kink in $V$ and two derivatives too many

Take a free particle with $\hbar^2/2m=1$ and the solutions $u_1=1$ at energy $0$ and $u_2=\sinh x$ at energy $-1$. Their Wronskian is $W=u_1u_2'-u_1'u_2=\cosh x$. If $\psi$ is a solution at energy $E$, the three-function Wronskian divided by $W$ is

$$\varphi=\frac{W(u_1,u_2,\psi)}{W}=\psi''-\tanh x\,\psi',$$

and $\varphi$ solves the equation at the same $E$ in the well $-2(\log\cosh x)''=-2/\cosh^2x$.

Now I want to start from $V=|x|$ instead. The formula for $\varphi$ contains $\psi''$, and the Schrödinger equation differentiates $\varphi$ twice more. That looks like four derivatives of $\psi$, hence $V'$ and $V''$, which my potential lacks at the origin. Does the transform fail there?

## The potential cancels before it would be differentiated

It does not fail, provided $W$ has no zeros. Let $u_1,u_2,\psi$ solve $-f''+Vf=\varepsilon f$ at energies $\varepsilon=E_1,E_2,E$. The second derivatives in the three-function Wronskian can be eliminated, and $V$ then drops out, both from this Wronskian and from its first derivative.

**The Wronskian of the seeds.** Since $f''=(V-\varepsilon)f$,

$$W'=u_1u_2''-u_1''u_2=(E_1-E_2)u_1u_2,\qquad W''=(E_1-E_2)(u_1'u_2+u_1u_2').$$

**The numerator.** Write $N=W(u_1,u_2,\psi)$, the determinant with rows of functions, first derivatives and second derivatives. Replacing the last row by $(V-\varepsilon)f$ adds $V$ times the first row, which contributes nothing. What remains is

$$N=A\psi-\Delta p\,\psi',\qquad A=E_1a-E_2b-EW,$$

with $\Delta=E_1-E_2$, $p=u_1u_2$, $a=u_1u_2'$, $b=u_1'u_2$, so that $W=a-b$. With $q=u_1'u_2'$, we have $A'=\Delta[q+(V-E)p]$. On differentiating $N$, the term $\Delta(V-E)p\psi$ from $A'\psi$ cancels the one from $-\Delta p\psi''$:

$$N'=\Delta q\,\psi+B\psi',\qquad B=A-\Delta(a+b)=E_2a-E_1b-EW.$$

No $V$ is left, so $N'$ can be differentiated again. Using $B'=\Delta[-q+(E_1+E_2-V-E)p]$,

$$N''=\Delta(E_1+E_2-V-E)p\,\psi'+\{(V-E)B+\Delta[(V-E_1)a+(V-E_2)b]\}\psi.$$

**The quotient.** For $\varphi=N/W$,

$$\varphi''=\frac{N''W-NW''}{W^2}-\frac{2(N'W-NW')W'}{W^3},\qquad(\log|W|)''=\frac{W''}{W}-\Big(\frac{W'}{W}\Big)^2.$$

With $\tilde V=V-2(\log|W|)''$, the terms in $W'^2$ cancel and

$$W^2\big[-\varphi''+(\tilde V-E)\varphi\big]=-N''W+2N'W'-NW''+(V-E)NW.$$

**The right side vanishes.** The coefficient of $\psi'$ is $\Delta p\,[A+B-(E_1+E_2-2E)W]$, which is zero because $A+B=(E_1+E_2-2E)W$. Since $A-B=\Delta(a+b)$ and $pq=ab$, the coefficient of $\psi$ is

$$\Delta\{(a-b)[(E_1-E)a+(E_2-E)b]+2\Delta ab-(a+b)A\}.$$

Here $A=(E_1-E)a-(E_2-E)b$, so the first and last products together give $-2\Delta ab$, and the sum is zero.

For $V=|x|$, suitable seeds exist: take $u_1$ even at energy $0$ with $u_1(0)=1$, and $u_2$ odd at energy $-1$ with $u_2'(0)=1$. Then $W(0)=1$ and $W'=u_1u_2$ has the sign of $x$, so $W\ge1$.

## Equal energies, and one value at the origin

If $E_1=E_2$, then $W$ is constant, the potential is unchanged, and $\varphi=(E_1-E)\psi$. The transform only rescales $\psi$, or kills it when $E=E_1$.

For a numerical instance, take $V=0$, $u_1=\cosh x$, $u_2=\sinh2x$, with energies $-1$ and $-4$. At $x=0$ we have $W=2$, $W'=0$, $W''=6$, so the new potential is $-2\cdot6/2=-6$. With $\psi=1$ and $E=0$, $N(0)=-2$ and $\varphi(0)=-1$. The full function is $\varphi=2-3/\cosh^2x$, with $\varphi''(0)=6$, and indeed $-6+(-6)(-1)=0$.

## What the theorems say about solutions and potentials

`IsSolution V E f` says that the real function `f` and its derivative are differentiable everywhere and that $-f''+Vf=Ef$ holds at every point. The differentiability fields matter because Lean's `deriv` returns $0$ where no derivative exists. `wronskian`, `wronskian3` and `crumTransform` are $W$, $N$ and $N/W$; `logPotential V W` is literally $V-2(\log|W|)''$.

`crum_second_order` takes three solutions for one `V` and the hypothesis `h0` that $W$ has no zero, and concludes that $N/W$ is a solution at energy `E` in the new potential. Physically, `h0` keeps the added term $-2(\log|W|)''$ free of singularities: a simple zero of $W$ at $x_0$ would produce a term $2/(x-x_0)^2$. Nothing is assumed about `V` itself, although a finite step, as in a square well, is excluded indirectly: by `h0` at least one seed is nonzero at the step, and its second derivative would have to jump there, which a derivative cannot do.

`exchanged_solutions` states that $u_1/W$ solves the new equation at $E_2$, and $u_2/W$ at $E_1$. `free_particle_witness` gives $W=2\cosh^3x$ and the potential $-6/\cosh^2x$ for the instance above. There the two quotients are bound states; normalised, they are $\tfrac{\sqrt3}{2}/\cosh^2x$ at $-4$ and $\sqrt{3/2}\,\sinh x/\cosh^2x$ at $-1$.

A solution here may grow at infinity, and it may be identically zero, as $N/W$ is when $\psi$ is one of the seeds. The step to a bound state, and so to a statement about which levels the transform adds or removes, needs a nonzero square-integrable function, and both properties have to be examined separately. Crum's name also belongs to determinants with any number of seeds; the theorem here has two. For a single particle on a line, starting from a potential whose solutions are known, the result supplies further potentials with known solutions, against which a numerical Schrödinger solver can be compared.

```lean
import Mathlib

open Real

namespace CrumTransform

noncomputable section

/-- `f` is a twice differentiable real solution of the stationary Schrödinger equation
`-f'' + V f = E f` on the line. -/
structure IsSolution (V : ℝ → ℝ) (E : ℝ) (f : ℝ → ℝ) : Prop where
  diff : Differentiable ℝ f
  diff_deriv : Differentiable ℝ (deriv f)
  eqn : ∀ x, -deriv (deriv f) x + V x * f x = E * f x

/-- The Wronskian `f g' - f' g` of two functions. -/
def wronskian (f g : ℝ → ℝ) (x : ℝ) : ℝ := f x * deriv g x - deriv f x * g x

/-- The Wronskian determinant of three functions. -/
def wronskian3 (f g h : ℝ → ℝ) (x : ℝ) : ℝ :=
  Matrix.det !![f x, g x, h x;
    deriv f x, deriv g x, deriv h x;
    deriv (deriv f) x, deriv (deriv g) x, deriv (deriv h) x]

/-- The transformed potential `V - 2 (log |W|)''`, for a twice differentiable function `W`
without zeros. -/
def logPotential (V W : ℝ → ℝ) (x : ℝ) : ℝ :=
  V x - 2 * deriv (deriv (fun y => log |W y|)) x

/-- The Crum transform `W(u₁, u₂, ψ) / W(u₁, u₂)` of `ψ`, for `W(u₁, u₂)` without zeros. -/
def crumTransform (u₁ u₂ ψ : ℝ → ℝ) (x : ℝ) : ℝ :=
  wronskian3 u₁ u₂ ψ x / wronskian u₁ u₂ x

variable {V u₁ u₂ ψ : ℝ → ℝ} {E₁ E₂ E : ℝ}

/-- A function with first derivative `f'` and second derivative `f''` that satisfy
`-f'' + V f = E f` is a solution of the Schrödinger equation. -/
theorem IsSolution.of_hasDerivAt {f f' f'' : ℝ → ℝ} (h : ∀ x, HasDerivAt f (f' x) x)
    (h' : ∀ x, HasDerivAt f' (f'' x) x) (he : ∀ x, -f'' x + V x * f x = E * f x) :
    IsSolution V E f := by
  have hd : deriv f = f' := funext fun x => (h x).deriv
  refine ⟨fun x => (h x).differentiableAt, ?_, fun x => ?_⟩
  · rw [hd]
    exact fun x => (h' x).differentiableAt
  · rw [hd, (h' x).deriv]
    exact he x

/-- The derivative of the slope of a solution is `(V - E) f`. -/
theorem IsSolution.hasDerivAt_deriv {f : ℝ → ℝ} (h : IsSolution V E f) (x : ℝ) :
    HasDerivAt (deriv f) ((V x - E) * f x) x :=
  (h.diff_deriv x).hasDerivAt.congr_deriv (by linear_combination -(h.eqn x))

/-- The Wronskian of solutions at energies `E₁` and `E₂` of the same Schrödinger equation has
derivative `(E₁ - E₂) u₁ u₂`. -/
theorem hasDerivAt_wronskian (h₁ : IsSolution V E₁ u₁) (h₂ : IsSolution V E₂ u₂) (x : ℝ) :
    HasDerivAt (wronskian u₁ u₂) ((E₁ - E₂) * (u₁ x * u₂ x)) x := by
  have h := ((h₁.diff x).hasDerivAt.fun_mul (h₂.hasDerivAt_deriv x)).fun_sub
    ((h₁.hasDerivAt_deriv x).fun_mul (h₂.diff x).hasDerivAt)
  exact h.congr_deriv (by ring)

/-- For `W` twice differentiable and without zeros, the transformed potential is
`V - 2 (W''/W - (W'/W)²)`. -/
theorem logPotential_eq {W W' W'' : ℝ → ℝ} (hW : ∀ x, HasDerivAt W (W' x) x)
    (hW' : ∀ x, HasDerivAt W' (W'' x) x) (h0 : ∀ x, W x ≠ 0) (x : ℝ) :
    logPotential V W x = V x - 2 * (W'' x / W x - (W' x / W x) ^ 2) := by
  have h : deriv (fun y => log |W y|) = fun y => W' y / W y := by
    funext y
    simp only [Real.log_abs]
    exact ((hW y).log (h0 y)).deriv
  have hx := h0 x
  have e : (W'' x * W x - W' x * W' x) / W x ^ 2 = W'' x / W x - (W' x / W x) ^ 2 := by
    field_simp
  unfold logPotential
  rw [h, ((hW' x).fun_div (hW x) hx).deriv, e]

/-- If `N`, `W` are twice differentiable, `W` has no zeros and they satisfy the bilinear equation
`-N'' W + 2 N' W' - N W'' + (V - E) N W = 0`, then `N / W` solves the Schrödinger equation at energy
`E` with potential `V - 2 (log |W|)''`. -/
theorem isSolution_div {N N' N'' W W' W'' : ℝ → ℝ} (hN : ∀ x, HasDerivAt N (N' x) x)
    (hN' : ∀ x, HasDerivAt N' (N'' x) x) (hW : ∀ x, HasDerivAt W (W' x) x)
    (hW' : ∀ x, HasDerivAt W' (W'' x) x) (h0 : ∀ x, W x ≠ 0)
    (h : ∀ x, -(N'' x * W x) + 2 * N' x * W' x - N x * W'' x + (V x - E) * N x * W x = 0) :
    IsSolution (logPotential V W) E (fun x => N x / W x) := by
  have d1 : ∀ x, HasDerivAt (fun y => N y / W y)
      ((N' x * W x - N x * W' x) / (W x * W x)) x := fun x =>
    ((hN x).fun_div (hW x) (h0 x)).congr_deriv (by rw [pow_two])
  have d2 : ∀ x, HasDerivAt (fun y => (N' y * W y - N y * W' y) / (W y * W y))
      ((N'' x * W x - N x * W'' x) / W x ^ 2
        - 2 * (N' x * W x - N x * W' x) * W' x / W x ^ 3) x := by
    intro x
    have hx := h0 x
    refine ((((hN' x).fun_mul (hW x)).fun_sub ((hN x).fun_mul (hW' x))).fun_div
      ((hW x).fun_mul (hW x)) (mul_ne_zero hx hx)).congr_deriv ?_
    field_simp
    ring
  refine IsSolution.of_hasDerivAt d1 d2 fun x => ?_
  have hx := h0 x
  rw [logPotential_eq hW hW' h0]
  -- the defect of the Schrödinger equation is the bilinear expression over `W²`
  have key : -((N'' x * W x - N x * W'' x) / W x ^ 2
        - 2 * (N' x * W x - N x * W' x) * W' x / W x ^ 3)
      + (V x - 2 * (W'' x / W x - (W' x / W x) ^ 2)) * (N x / W x) - E * (N x / W x)
      = (-(N'' x * W x) + 2 * N' x * W' x - N x * W'' x + (V x - E) * N x * W x)
        / W x ^ 2 := by
    field_simp
    ring
  rw [h x, zero_div] at key
  exact sub_eq_zero.mp key

/-- For three solutions `u₁`, `u₂`, `ψ` of the same Schrödinger equation at energies `E₁`, `E₂`,
`E`, the three-function Wronskian is a combination of `ψ` and `ψ'` in which the potential does not
appear. -/
theorem wronskian3_eq (h₁ : IsSolution V E₁ u₁) (h₂ : IsSolution V E₂ u₂)
    (h : IsSolution V E ψ) (x : ℝ) :
    wronskian3 u₁ u₂ ψ x =
      (E₁ * (u₁ x * deriv u₂ x) - E₂ * (deriv u₁ x * u₂ x) - E * wronskian u₁ u₂ x) * ψ x
        + (E₂ - E₁) * (u₁ x * u₂ x * deriv ψ x) := by
  unfold wronskian3 wronskian
  rw [(h₁.hasDerivAt_deriv x).deriv, (h₂.hasDerivAt_deriv x).deriv,
    (h.hasDerivAt_deriv x).deriv, Matrix.det_fin_three]
  change u₁ x * deriv u₂ x * ((V x - E) * ψ x) - u₁ x * deriv ψ x * ((V x - E₂) * u₂ x)
    - u₂ x * deriv u₁ x * ((V x - E) * ψ x) + u₂ x * deriv ψ x * ((V x - E₁) * u₁ x)
    + ψ x * deriv u₁ x * ((V x - E₂) * u₂ x) - ψ x * deriv u₂ x * ((V x - E₁) * u₁ x) = _
  ring

/-- For solutions `u₁`, `u₂` of the same Schrödinger equation at energies `E₁`, `E₂`, the function
`(E₁ - E₂) u₁ u₂`, which is the slope of their Wronskian by `hasDerivAt_wronskian`, has derivative
`(E₁ - E₂) (u₁' u₂ + u₁ u₂')`. -/
theorem hasDerivAt_wronskian_slope (h₁ : IsSolution V E₁ u₁) (h₂ : IsSolution V E₂ u₂) (x : ℝ) :
    HasDerivAt (fun y => (E₁ - E₂) * (u₁ y * u₂ y))
      ((E₁ - E₂) * (deriv u₁ x * u₂ x + u₁ x * deriv u₂ x)) x :=
  ((h₁.diff x).hasDerivAt.fun_mul (h₂.diff x).hasDerivAt).const_mul (E₁ - E₂)

/-- Crum's second-order transform: if `u₁`, `u₂`, `ψ` solve the Schrödinger equation with
potential `V` at energies `E₁`, `E₂`, `E` and `W = W(u₁, u₂)` has no zeros, then
`W(u₁, u₂, ψ) / W` solves it at energy `E` with potential `V - 2 (log |W|)''`. -/
theorem crum_second_order (h₁ : IsSolution V E₁ u₁) (h₂ : IsSolution V E₂ u₂)
    (h : IsSolution V E ψ) (h0 : ∀ x, wronskian u₁ u₂ x ≠ 0) :
    IsSolution (logPotential V (wronskian u₁ u₂)) E (crumTransform u₁ u₂ ψ) := by
  have a := fun x => (h₁.diff x).hasDerivAt
  have b := fun x => (h₂.diff x).hasDerivAt
  have c := fun x => (h.diff x).hasDerivAt
  have a' := h₁.hasDerivAt_deriv
  have b' := h₂.hasDerivAt_deriv
  have c' := h.hasDerivAt_deriv
  have w := hasDerivAt_wronskian h₁ h₂
  -- the potential cancels in the first derivative, so a second one exists
  have n1 : ∀ x, HasDerivAt (wronskian3 u₁ u₂ ψ)
      ((E₂ * (u₁ x * deriv u₂ x) - E₁ * (deriv u₁ x * u₂ x) - E * wronskian u₁ u₂ x)
        * deriv ψ x + (E₁ - E₂) * (deriv u₁ x * deriv u₂ x * ψ x)) x := by
    intro x
    rw [funext (wronskian3_eq h₁ h₂ h)]
    refine ((((((a x).fun_mul (b' x)).const_mul E₁).fun_sub
      (((a' x).fun_mul (b x)).const_mul E₂)).fun_sub ((w x).const_mul E)).fun_mul
      (c x)).fun_add ((((a x).fun_mul (b x)).fun_mul (c' x)).const_mul (E₂ - E₁))
      |>.congr_deriv ?_
    unfold wronskian
    ring
  have n2 := fun x => (((((a x).fun_mul (b' x)).const_mul E₂).fun_sub
    (((a' x).fun_mul (b x)).const_mul E₁)).fun_sub ((w x).const_mul E)).fun_mul
    (c' x) |>.fun_add ((((a' x).fun_mul (b' x)).fun_mul (c x)).const_mul (E₁ - E₂))
  refine isSolution_div n1 n2 w (hasDerivAt_wronskian_slope h₁ h₂) h0 fun x => ?_
  simp only [wronskian3_eq h₁ h₂ h, wronskian]
  ring

/-- If `u₁`, `u₂` solve the Schrödinger equation with potential `V` at energies `E₁`, `E₂` and
`W = W(u₁, u₂)` has no zeros, then `u₁ / W` and `u₂ / W` solve the equation with potential
`V - 2 (log |W|)''` at the exchanged energies `E₂` and `E₁`. -/
theorem exchanged_solutions (h₁ : IsSolution V E₁ u₁) (h₂ : IsSolution V E₂ u₂)
    (h0 : ∀ x, wronskian u₁ u₂ x ≠ 0) :
    IsSolution (logPotential V (wronskian u₁ u₂)) E₂ (fun x => u₁ x / wronskian u₁ u₂ x) ∧
    IsSolution (logPotential V (wronskian u₁ u₂)) E₁ (fun x => u₂ x / wronskian u₁ u₂ x) := by
  have w := hasDerivAt_wronskian h₁ h₂
  have w' := hasDerivAt_wronskian_slope h₁ h₂
  constructor
  · refine isSolution_div (fun x => (h₁.diff x).hasDerivAt) h₁.hasDerivAt_deriv w w' h0
      fun x => ?_
    simp only [wronskian]
    ring
  · refine isSolution_div (fun x => (h₂.diff x).hasDerivAt) h₂.hasDerivAt_deriv w w' h0
      fun x => ?_
    simp only [wronskian]
    ring

/-- For the free particle, `cosh x` and `sinh 2x` are solutions at energies `-1` and `-4`, their
Wronskian is `2 cosh³ x`, and the transformed potential is `-6 / cosh² x`. -/
theorem free_particle_witness :
    IsSolution (fun _ => 0) (-1) cosh ∧ IsSolution (fun _ => 0) (-4) (fun y => sinh (2 * y)) ∧
    (∀ x, wronskian cosh (fun y => sinh (2 * y)) x = 2 * cosh x ^ 3) ∧
    ∀ x, logPotential (fun _ => 0) (wronskian cosh (fun y => sinh (2 * y))) x
      = -6 / cosh x ^ 2 := by
  have l : ∀ x : ℝ, HasDerivAt (fun y : ℝ => 2 * y) 2 x := fun x =>
    ((hasDerivAt_id' x).const_mul 2).congr_deriv (mul_one 2)
  have s : ∀ x : ℝ, HasDerivAt (fun y => sinh (2 * y)) (cosh (2 * x) * 2) x :=
    fun x => (l x).sinh
  have s' : ∀ x : ℝ, HasDerivAt (fun y => cosh (2 * y) * 2) (sinh (2 * x) * 2 * 2) x :=
    fun x => (l x).cosh.mul_const 2
  have h₁ : IsSolution (fun _ => 0) (-1) cosh :=
    IsSolution.of_hasDerivAt Real.hasDerivAt_cosh Real.hasDerivAt_sinh fun x => by ring
  have h₂ : IsSolution (fun _ => 0) (-4) (fun y => sinh (2 * y)) :=
    IsSolution.of_hasDerivAt s s' fun x => by ring
  have hw : ∀ x, wronskian cosh (fun y => sinh (2 * y)) x = 2 * cosh x ^ 3 := by
    intro x
    unfold wronskian
    beta_reduce
    rw [(s x).deriv, (Real.hasDerivAt_cosh x).deriv, Real.cosh_two_mul, Real.sinh_two_mul]
    ring
  refine ⟨h₁, h₂, hw, fun x => ?_⟩
  have hc : cosh x ≠ 0 := (Real.cosh_pos x).ne'
  have h0 : ∀ y, wronskian cosh (fun y => sinh (2 * y)) y ≠ 0 := by
    intro y
    rw [hw y]
    have := Real.cosh_pos y
    positivity
  rw [logPotential_eq (hasDerivAt_wronskian h₁ h₂) (hasDerivAt_wronskian_slope h₁ h₂) h0,
    hw x, (s x).deriv, (Real.hasDerivAt_cosh x).deriv, Real.cosh_two_mul, Real.sinh_two_mul]
  -- everything collapses to `cosh² - sinh² = 1`
  have key : (0 : ℝ) - 2 * ((-1 - -4) * (sinh x * (2 * sinh x * cosh x)
        + cosh x * ((cosh x ^ 2 + sinh x ^ 2) * 2)) / (2 * cosh x ^ 3)
      - ((-1 - -4) * (cosh x * (2 * sinh x * cosh x)) / (2 * cosh x ^ 3)) ^ 2)
      = -6 * (cosh x ^ 2 - sinh x ^ 2) / cosh x ^ 2 := by
    field_simp
    ring
  rw [Real.cosh_sq_sub_sinh_sq, mul_one] at key
  exact key

end

end CrumTransform
```

```lean
#print axioms CrumTransform.crum_second_order
#print axioms CrumTransform.exchanged_solutions
```

```
'CrumTransform.crum_second_order' depends on axioms: [propext, Classical.choice, Quot.sound]
'CrumTransform.exchanged_solutions' depends on axioms: [propext, Classical.choice, Quot.sound]
```

## From the cancellation to the Lean proof

`IsSolution.hasDerivAt_deriv` turns the equation into $f''=(V-E)f$, the only form in which it is used afterwards. `hasDerivAt_wronskian` and `hasDerivAt_wronskian_slope` are the formulas for $W'$ and $W''$. `wronskian3_eq` expands the determinant and removes $V$; its right-hand side is $A\psi-\Delta p\psi'$.

The quotient step is split in two. `logPotential_eq` computes $(\log|W|)''$, and `isSolution_div` proves that any $N/W$ solves the new equation once the bilinear expression vanishes. In these lemmas `N'` and `W''` are names of separate functions, tied to `N` and `W` by `HasDerivAt` hypotheses. The derivatives `d1` and `d2` are $\varphi'$ and $\varphi''$, and `key` writes the defect of the new equation as the bilinear expression divided by $W^2$, obtained by `field_simp` and `ring`. `IsSolution.of_hasDerivAt` then assembles the solution.

In `crum_second_order`, the step `n1` establishes $N'$ in the form without $V$. This answers the worry about the kink: `n2` can differentiate that form with the product rule, using only first and second derivatives of the three solutions. The closing `ring` checks the bilinear identity, which took two coefficient comparisons above.

`exchanged_solutions` feeds $N=u_1$ and $N=u_2$ into `isSolution_div`. For $u_1$ at energy $E_2$, the bilinear expression is

$$\Delta u_1\big[W+2u_1'u_2-(u_1'u_2+u_1u_2')\big]=0,$$

and the case of $u_2$ is analogous. In `free_particle_witness`, the double-angle formulas reduce the potential to $-6(\cosh^2x-\sinh^2x)/\cosh^2x$, which is the stated well.
